# TB09 leaves a hydrogenic 1s electron a self-interaction tail (1 − c)/r and a constant shift

Take one electron in the 1s orbital of a nucleus of charge \(Z>0\), in atomic units. Let \(u(r)\) be its Hartree potential and \(v(r)\) its TB09 exchange potential, with parameter \(c\) and gradient prefactor \(k\). As \(r\to\infty\),

\[
u+v\to L=(3c-2)kZ,\qquad r\,(u+v-L)\to 1-c .
\]

If \(k\neq0\), no real \(c\) makes \(r(u+v)\) tend to zero. At \(c=1\) all that remains is a constant shift, \(u+v=kZ\).

## One electron should not repel itself

For a single electron, exact exchange cancels the Hartree potential: \(v=-u\). TB09, the modified Becke-Johnson potential of Tran and Blaha, is a model exchange potential used for band gaps of solids. The result tests it on one isolated hydrogenic electron, where the exact answer is known.

The orbital is \(\psi=\sqrt{Z^3/\pi}\,e^{-Zr}\), with density \(\rho=\psi^2\) and kinetic-energy density \(t=|\nabla\psi|^2/2\). TB09 has one potential for each spin; \(\rho\), \(t\) and \(v\) here are those of the electron's own spin. The potential has two parts:

\[
v=c\,v_{\rm BR}+(3c-2)\,k\sqrt{2t/\rho}.
\]

The prefactor \(k\) sets the strength of the second part. Its usual value, \(k=\sqrt{5/12}/\pi\), makes \(v\) correct for the uniform electron gas, provided that \(v_{\rm BR}\) equals the potential of the exact exchange hole there.

The Becke-Roussel part \(v_{\rm BR}\) models the exchange hole as a normalised exponential charge \(\frac{a^3}{8\pi}e^{-as}\), where \(s\) is the distance from its centre. The centre lies at distance \(\beta\) from the reference point. There the hole must reproduce \(\rho\) and the curvature

\[
Q=\tfrac16\left(\nabla^2\rho-2gD\right),\qquad D=2t-\frac{|\nabla\rho|^2}{4\rho},
\]

where \(g\) is a weight. Since the Laplacian of the exponential is \((a^2-2a/\beta)\) times its value, the conditions are

\[
a^3e^{-a\beta}=8\pi\rho,\qquad \rho\,(a^2\beta-2a)=6\beta Q .
\]

## What the Lean statements say

`orbital`, `density`, `kinetic` and `curvature` are \(\psi\), \(\rho\), \(t\) and \(Q\) as functions of the radius, with genuine derivatives and the radial form of the Laplacian. `IsBRHole ρ Q a β` contains the two matching conditions together with \(a>0\) and \(\beta>0\). `SolvesBR g Z a β` says that the functions \(a(r)\) and \(\beta(r)\) satisfy them at every \(r>0\).

`tb09_selfInteraction` takes any such solution, any \(g\), and any real \(c\) and \(k\), and gives the two limits. `tb09_no_cancellation` adds the hypothesis `k ≠ 0` and denies that \(r(u+v)\to0\). A solution does exist, by `solvesBR_witness`.

The closed forms `hartree` and `brPotential` are definitions; the electrostatic integrals behind them are not formalised. The parameter \(c\) is a constant in space, and the rule by which TB09 computes it from an averaged density gradient is not modelled. The density is fixed as the hydrogenic one, which is self-consistent with the added potential \(u+v\) only at \(c=1\).

## From the orbital to the two limits

**Hartree potential.** The charge inside radius \(r\) is \(1-(1+2Zr+2Z^2r^2)e^{-2Zr}\), and the outer shells contribute \((2Z^2r+Z)e^{-2Zr}\) to the potential. Hence

\[
u=\frac{1-(1+Zr)e^{-2Zr}}{r}.
\]

Replacing \(2Z\) by \(a\) and \(r\) by \(\beta\), and reversing the sign, gives the hole potential

\[
v_{\rm BR}=-\frac{1-(1+a\beta/2)e^{-a\beta}}{\beta}.
\]

**Curvature.** From \(\psi'=-Z\psi\) we get \(\rho'=-2Z\rho\), \(\rho''=4Z^2\rho\) and \(2t=Z^2\rho\). Also \(|\nabla\rho|^2/(4\rho)=Z^2\rho\), so \(D=0\) and \(g\) drops out:

\[
Q=\frac{\rho}{6}\left(4Z^2-\frac{4Z}{r}\right).
\]

**A solution.** Try \(a=2Z\), \(\beta=r\). The first condition reads \(8Z^3e^{-2Zr}=8\pi\rho\), which is true because \(\rho=(Z^3/\pi)e^{-2Zr}\). In the second, both sides equal \(\rho(4Z^2r-4Z)\). With its centre placed at the nucleus, the model hole is therefore the electron's own density.

**Uniqueness.** Put \(x=a\beta\). The first condition fixes \(q=ae^{-x/3}=(8\pi\rho)^{1/3}\). Dividing the second by \(\beta\) and inserting \(a^2=q^2e^{2x/3}\) gives

\[
\rho q^2 f(x)=6Q,\qquad f(x)=\left(1-\frac2x\right)e^{2x/3}.
\]

For \(x>0\),

\[
f'(x)=\tfrac23\left[\left(1-\frac1x\right)^2+\frac{2}{x^2}\right]e^{2x/3}>0,
\]

so \(x\) is unique, and with it \(a=qe^{x/3}\) and \(\beta=x/a\).

**Limits.** Now \(v_{\rm BR}=-u\) and \(\sqrt{2t/\rho}=Z\). Therefore, at every \(r>0\),

\[
v=-cu+(3c-2)kZ,\qquad u+v=(1-c)u+L .
\]

Since \((1+Zr)e^{-2Zr}\to0\), we have \(ru\to1\) and \(u\to0\), which gives both limits.

**No cancellation.** If \(r(u+v)\to0\), then \(u+v\to0\), so \(L=0\). With \(k\) and \(Z\) nonzero this forces \(c=2/3\). But then \(r(u+v)\to1/3\), a contradiction.

At \(c=1\) the error is the constant \(kZ\) at every radius. It shifts the orbital energy but exerts no force.

## Hydrogen with c = 1.2, and the case k = 0

Let \(Z=1\) and \(k=\sqrt{5/12}/\pi\approx0.2055\), and take \(c=1.2\) as an illustration; this value is not computed from the TB09 rule for \(c\). Then \(L=1.6\,k\approx0.3287\) hartree. At \(r=5\) bohr,

\[
u=\frac{1-6e^{-10}}{5}\approx0.19995,\qquad u+v=-0.2\,u+L\approx0.2888 .
\]

Thus \(r(u+v-L)\approx-0.19995\), already close to the limit \(1-c=-0.2\).

The no-cancellation theorem fails for \(k=0\): with \(c=1\) one then has \(v=-u\), and \(r(u+v)=0\) at every \(r>0\).

## The Lean file

```lean
import Mathlib

open Filter Topology
open scoped Real

namespace TB09SelfInteraction

noncomputable section

/-- The normalised hydrogenic 1s orbital with exponent `Z > 0`, as a function of the radius. -/
def orbital (Z r : ℝ) : ℝ := √(Z ^ 3 / π) * Real.exp (-Z * r)

/-- The density of one electron in a real radial orbital. -/
def density (ψ : ℝ → ℝ) (r : ℝ) : ℝ := ψ r * ψ r

/-- The kinetic-energy density `|∇ψ|²/2` of one electron in a real radial orbital. -/
def kinetic (ψ : ℝ → ℝ) (r : ℝ) : ℝ := (deriv ψ r) ^ 2 / 2

/-- The Becke-Roussel curvature `(∇²ρ - 2gD)/6` with `D = 2t - |∇ρ|²/(4ρ)`,
for `r > 0` and nonzero density. -/
def curvature (g : ℝ) (ψ : ℝ → ℝ) (r : ℝ) : ℝ :=
  (deriv (deriv (density ψ)) r + 2 / r * deriv (density ψ) r
    - 2 * g * (2 * kinetic ψ r - (deriv (density ψ) r) ^ 2 / (4 * density ψ r))) / 6

/-- A normalised exponential hole of exponent `a`, centred at distance `β` from the
reference point, reproduces there the density `ρ` and the curvature `Q`. -/
structure IsBRHole (ρ Q a β : ℝ) : Prop where
  a_pos : 0 < a
  dist_pos : 0 < β
  value : a ^ 3 * Real.exp (-(a * β)) = 8 * π * ρ
  curv : ρ * (a ^ 2 * β - 2 * a) = 6 * β * Q

/-- The Becke-Roussel potential of a hole with exponent `a` at distance `β > 0`. -/
def brPotential (a β : ℝ) : ℝ :=
  -(1 - Real.exp (-(a * β)) - a * β / 2 * Real.exp (-(a * β))) / β

/-- The TB09 exchange potential with parameter `c` and gradient prefactor `k`, for hole
parameters `a`, `β > 0`, at a point of nonzero density. -/
def tb09 (c k : ℝ) (ψ : ℝ → ℝ) (a β r : ℝ) : ℝ :=
  c * brPotential a β + (3 * c - 2) * k * √(2 * kinetic ψ r / density ψ r)

/-- The Hartree potential of the hydrogenic 1s density, for `Z > 0` and `r > 0`. -/
def hartree (Z r : ℝ) : ℝ := (1 - (1 + Z * r) * Real.exp (-(2 * Z * r))) / r

/-- The functions `a` and `β` solve the Becke-Roussel hole equations of the hydrogenic
1s orbital at every radius `r > 0`. -/
def SolvesBR (g Z : ℝ) (a β : ℝ → ℝ) : Prop :=
  ∀ r, 0 < r → IsBRHole (density (orbital Z) r) (curvature g (orbital Z) r) (a r) (β r)

/-- The function `(1 - 2/x) exp(2x/3)` of the Becke-Roussel equation is strictly
increasing for `x > 0`. -/
theorem brFunction_strictMonoOn :
    StrictMonoOn (fun x : ℝ => (1 - 2 * x⁻¹) * Real.exp (2 / 3 * x)) (Set.Ioi 0) := by
  have hd : ∀ x : ℝ, 0 < x →
      HasDerivAt (fun x : ℝ => (1 - 2 * x⁻¹) * Real.exp (2 / 3 * x))
        (2 / 3 * ((1 - x⁻¹) ^ 2 + 2 * (x⁻¹) ^ 2) * Real.exp (2 / 3 * x)) x := by
    intro x hx
    have h1 := ((hasDerivAt_inv hx.ne').const_mul 2).const_sub 1
    have h2 := ((hasDerivAt_id' x).const_mul (2 / 3)).exp
    exact (h1.fun_mul h2).congr_deriv (by ring)
  apply strictMonoOn_of_deriv_pos (convex_Ioi 0)
  · exact fun x hx => (hd x hx).continuousAt.continuousWithinAt
  · intro x hx
    rw [interior_Ioi] at hx
    have hx' : 0 < x := hx
    rw [(hd x hx').deriv]
    positivity

/-- At most one Becke-Roussel hole reproduces a given density and curvature. -/
theorem brHole_unique {ρ Q a β a' β' : ℝ} (h : IsBRHole ρ Q a β)
    (h' : IsBRHole ρ Q a' β') : a = a' ∧ β = β' := by
  have pa := h.a_pos
  have pa' := h'.a_pos
  have hρ : 0 < ρ := by
    have h8 : 0 < 8 * π * ρ := by rw [← h.value]; positivity
    exact (mul_pos_iff_of_pos_left (by positivity)).1 h8
  have cube : ∀ s x : ℝ, (s * Real.exp (-x / 3)) ^ 3 = s ^ 3 * Real.exp (-x) := by
    intro s x
    rw [mul_pow, ← Real.exp_nat_mul]
    congr 2
    push_cast
    ring
  -- the density condition fixes a exp(-aβ/3)
  have hs : a * Real.exp (-(a * β) / 3) = a' * Real.exp (-(a' * β') / 3) :=
    (pow_left_inj₀ (by positivity) (by positivity) (by norm_num : (3 : ℕ) ≠ 0)).1
      (by rw [cube, cube, h.value, h'.value])
  -- the curvature condition then fixes the product aβ
  have key : ∀ s t : ℝ, IsBRHole ρ Q s t → ρ * (s * Real.exp (-(s * t) / 3)) ^ 2 *
      ((1 - 2 * (s * t)⁻¹) * Real.exp (2 / 3 * (s * t))) = 6 * Q := by
    intro s t H
    have he : Real.exp (-(s * t) / 3) ^ 2 * Real.exp (2 / 3 * (s * t)) = 1 := by
      rw [← Real.exp_nat_mul, ← Real.exp_add, Real.exp_eq_one_iff]
      push_cast
      ring
    have hi : (s * t) * (s * t)⁻¹ = 1 :=
      mul_inv_cancel₀ (mul_pos H.a_pos H.dist_pos).ne'
    have hc : ρ * (s ^ 2 * (1 - 2 * (s * t)⁻¹)) = 6 * Q := by
      apply mul_right_cancel₀ H.dist_pos.ne'
      linear_combination H.curv - 2 * ρ * s * hi
    linear_combination ρ * s ^ 2 * (1 - 2 * (s * t)⁻¹) * he + hc
  have k1 := key a β h
  rw [hs] at k1
  have hx : a * β = a' * β' :=
    brFunction_strictMonoOn.injOn (mul_pos pa h.dist_pos) (mul_pos pa' h'.dist_pos)
      (mul_left_cancel₀ (by positivity) (k1.trans (key a' β' h').symm))
  rw [hx] at hs
  have ha := mul_right_cancel₀ (Real.exp_pos _).ne' hs
  rw [ha] at hx
  exact ⟨ha, mul_left_cancel₀ pa'.ne' hx⟩

/-- The hydrogenic 1s orbital obeys `ψ' = -Zψ`. -/
theorem orbital_hasDerivAt (Z r : ℝ) : HasDerivAt (orbital Z) (-Z * orbital Z r) r :=
  ((((hasDerivAt_id' r).const_mul (-Z)).exp).const_mul (√(Z ^ 3 / π))).congr_deriv
    (by simp only [orbital]; ring)

/-- For `Z > 0` the Becke-Roussel curvature of the 1s orbital is `ρ(4Z² - 4Z/r)/6`,
whatever the weight `g`. -/
theorem curvature_orbital {Z : ℝ} (hZ : 0 < Z) (g r : ℝ) :
    curvature g (orbital Z) r = density (orbital Z) r * (4 * Z ^ 2 - 4 * Z / r) / 6 := by
  have hp : 0 < orbital Z r := by unfold orbital; positivity
  have hn : ∀ s, HasDerivAt (density (orbital Z)) (-2 * Z * density (orbital Z) s) s :=
    fun s => ((orbital_hasDerivAt Z s).fun_mul (orbital_hasDerivAt Z s)).congr_deriv
      (by simp only [density]; ring)
  have h2 : deriv (deriv (density (orbital Z))) r = 4 * Z ^ 2 * density (orbital Z) r := by
    rw [show deriv (density (orbital Z)) = fun s => -2 * Z * density (orbital Z) s from
      funext fun s => (hn s).deriv]
    exact (((hn r).const_mul (-2 * Z)).congr_deriv (by ring)).deriv
  have h4 : density (orbital Z) r = orbital Z r * orbital Z r := rfl
  -- the von Weizsäcker term equals the kinetic term, so D vanishes
  have hD : (-2 * Z * (orbital Z r * orbital Z r)) ^ 2 / (4 * (orbital Z r * orbital Z r))
      = Z ^ 2 * (orbital Z r * orbital Z r) := by
    rw [div_eq_iff (by positivity)]
    ring
  simp only [curvature, kinetic, h2, (hn r).deriv, (orbital_hasDerivAt Z r).deriv, h4, hD]
  ring

/-- For `Z > 0` the exponent `2Z` and the distance `r` solve the Becke-Roussel equations
of the 1s orbital at every `r > 0`. -/
theorem solvesBR_witness {Z : ℝ} (hZ : 0 < Z) (g : ℝ) :
    SolvesBR g Z (fun _ => 2 * Z) (fun r => r) := by
  intro r hr
  have hs := Real.mul_self_sqrt (show 0 ≤ Z ^ 3 / π by positivity)
  have he : Real.exp (-Z * r) * Real.exp (-Z * r) = Real.exp (-(2 * Z * r)) := by
    rw [← Real.exp_add]
    congr 1
    ring
  have hn : density (orbital Z) r = Z ^ 3 / π * Real.exp (-(2 * Z * r)) := by
    rw [← hs, ← he]
    simp only [density, orbital]
    ring
  have hπ : π * π⁻¹ = 1 := mul_inv_cancel₀ Real.pi_pos.ne'
  have hi : r * r⁻¹ = 1 := mul_inv_cancel₀ hr.ne'
  refine ⟨by positivity, hr, ?_, ?_⟩
  · rw [hn]
    linear_combination (-8 * Z ^ 3 * Real.exp (-(2 * Z * r))) * hπ
  · rw [curvature_orbital hZ]
    linear_combination 4 * Z * density (orbital Z) r * hi

/-- For `Z > 0`, `r > 0` and hole parameters that solve the Becke-Roussel equations, the TB09
potential of the 1s orbital is `-c` times the Hartree potential plus the constant `(3c-2)kZ`. -/
theorem tb09_orbital {g Z : ℝ} {a β : ℝ → ℝ} (hZ : 0 < Z) (h : SolvesBR g Z a β)
    (c k : ℝ) {r : ℝ} (hr : 0 < r) :
    tb09 c k (orbital Z) (a r) (β r) r = -c * hartree Z r + (3 * c - 2) * k * Z := by
  obtain ⟨ha, hb⟩ := brHole_unique (h r hr) (solvesBR_witness hZ g r hr)
  have hp : 0 < orbital Z r := by unfold orbital; positivity
  have hk : 2 * kinetic (orbital Z) r / density (orbital Z) r = Z ^ 2 := by
    simp only [kinetic, density, (orbital_hasDerivAt Z r).deriv]
    rw [div_eq_iff (by positivity)]
    ring
  rw [tb09, hk, Real.sqrt_sq hZ.le, ha, hb]
  simp only [brPotential, hartree]
  ring

/-- For `Z > 0` the Hartree potential `u` has the tail of a unit charge: `r u → 1`. -/
theorem hartree_tail {Z : ℝ} (hZ : 0 < Z) :
    Tendsto (fun r => r * hartree Z r) atTop (𝓝 1) := by
  have ht : Tendsto (fun r : ℝ => 2 * Z * r) atTop atTop :=
    tendsto_id.const_mul_atTop (by positivity)
  have h0 := (Real.tendsto_pow_mul_exp_neg_atTop_nhds_zero 0).comp ht
  have h1 := (Real.tendsto_pow_mul_exp_neg_atTop_nhds_zero 1).comp ht
  have h := (h0.add (h1.const_mul (1 / 2))).const_sub 1
  have e : (1 : ℝ) - (0 + 1 / 2 * 0) = 1 := by norm_num
  rw [e] at h
  refine h.congr' ((eventually_gt_atTop 0).mono fun r hr => ?_)
  have hc : r * hartree Z r = 1 - (1 + Z * r) * Real.exp (-(2 * Z * r)) := by
    rw [hartree]
    field_simp
  beta_reduce
  rw [hc]
  simp only [Function.comp_apply]
  ring

/-- For `Z > 0` and hole parameters that solve the Becke-Roussel equations, the sum of Hartree and
TB09 exchange potentials of the 1s electron tends to `L = (3c-2)kZ`, and `r` times its deviation
from `L` tends to `1 - c`. -/
theorem tb09_selfInteraction {g Z : ℝ} {a β : ℝ → ℝ} (hZ : 0 < Z)
    (h : SolvesBR g Z a β) (c k : ℝ) :
    Tendsto (fun r => hartree Z r + tb09 c k (orbital Z) (a r) (β r) r) atTop
      (𝓝 ((3 * c - 2) * k * Z)) ∧
    Tendsto (fun r => r * (hartree Z r + tb09 c k (orbital Z) (a r) (β r) r
      - (3 * c - 2) * k * Z)) atTop (𝓝 (1 - c)) := by
  have h1 := (hartree_tail hZ).const_mul (1 - c)
  constructor
  · have h2 := (h1.mul tendsto_inv_atTop_zero).add_const ((3 * c - 2) * k * Z)
    rw [mul_zero, zero_add] at h2
    refine h2.congr' ((eventually_gt_atTop 0).mono fun r hr => ?_)
    have hi : r * r⁻¹ = 1 := mul_inv_cancel₀ hr.ne'
    beta_reduce
    rw [tb09_orbital hZ h c k hr]
    linear_combination (1 - c) * hartree Z r * hi
  · rw [mul_one] at h1
    refine h1.congr' ((eventually_gt_atTop 0).mono fun r hr => ?_)
    beta_reduce
    rw [tb09_orbital hZ h c k hr]
    ring

/-- For `Z > 0`, a nonzero gradient prefactor `k` and hole parameters that solve the Becke-Roussel
equations, no `c` makes the sum of Hartree and TB09 exchange potentials of the 1s electron vanish
faster than `1/r`. -/
theorem tb09_no_cancellation {g Z k : ℝ} {a β : ℝ → ℝ} (hZ : 0 < Z) (hk : k ≠ 0)
    (h : SolvesBR g Z a β) (c : ℝ) :
    ¬ Tendsto (fun r => r * (hartree Z r + tb09 c k (orbital Z) (a r) (β r) r))
      atTop (𝓝 0) := by
  intro h0
  obtain ⟨h1, h2⟩ := tb09_selfInteraction hZ h c k
  -- the constant must vanish, which forces c = 2/3
  have h3 := h0.mul tendsto_inv_atTop_zero
  rw [mul_zero] at h3
  have hL : (3 * c - 2) * k * Z = 0 := by
    refine tendsto_nhds_unique h1 (h3.congr' ((eventually_gt_atTop 0).mono fun r hr => ?_))
    have hi : r * r⁻¹ = 1 := mul_inv_cancel₀ hr.ne'
    linear_combination (hartree Z r + tb09 c k (orbital Z) (a r) (β r) r) * hi
  have hc : 3 * c - 2 = 0 :=
    (mul_eq_zero.1 ((mul_eq_zero.1 hL).resolve_right hZ.ne')).resolve_right hk
  -- the Coulomb tail must vanish too, which forces c = 1
  simp only [hL, sub_zero] at h2
  have h4 := tendsto_nhds_unique h2 h0
  linarith

end

end TB09SelfInteraction
```

```lean
#print axioms TB09SelfInteraction.tb09_selfInteraction
-- 'TB09SelfInteraction.tb09_selfInteraction' depends on axioms: [propext, Classical.choice, Quot.sound]
#print axioms TB09SelfInteraction.tb09_no_cancellation
-- 'TB09SelfInteraction.tb09_no_cancellation' depends on axioms: [propext, Classical.choice, Quot.sound]
```

## How the lemmas carry the argument

`brFunction_strictMonoOn` computes \(f'\) by the product rule and writes it with the sum of squares above, so that `positivity` can establish its sign.

`brHole_unique` first reads off \(\rho>0\) from the density condition. Its step `hs` takes the cube root of that condition and shows that two solutions share the same \(q\). The step `key` is the equation \(\rho q^2f(x)=6Q\). Injectivity of \(f\) then equates the products \(a\beta\), and cancelling positive factors separates \(a\) from \(\beta\).

`orbital_hasDerivAt` supplies \(\psi'=-Z\psi\). In `curvature_orbital`, `hn` and `h2` are the first and second derivatives of the density, and `hD` evaluates \(|\nabla\rho|^2/(4\rho)\), which makes \(D\) vanish. `solvesBR_witness` substitutes \(a=2Z\), \(\beta=r\) and checks the two conditions with `linear_combination`.

`tb09_orbital` uses uniqueness to replace an arbitrary solution by this one. Its step `hk` gives \(2t/\rho=Z^2\), and the square root is \(Z\) because \(Z>0\). The outcome is the exact formula for \(v\).

`hartree_tail` sets \(y=2Zr\) and writes \((1+Zr)e^{-2Zr}=e^{-y}+\tfrac12ye^{-y}\). Both terms vanish by Mathlib's limit for a power times a decaying exponential.

In `tb09_selfInteraction`, the limit \((1-c)ru\to1-c\) is the second claim once `tb09_orbital` is inserted. Multiplying it by \(1/r\to0\) and adding \(L\) gives the first. `congr'` transfers each limit between expressions that agree for \(r>0\).

`tb09_no_cancellation` follows the contradiction above. Uniqueness of limits gives \(L=0\), hence \(3c-2=0\). A second use of it gives \(1-c=0\), and `linarith` finds the two equations incompatible.
